# A large enough shift of the occupied levels makes the Sternheimer operator of a gapped system positive definite and leaves the response unchanged

Before the Sternheimer equation for an orbital of energy e is handed to a conjugate-gradient solver, a multiple a of the projector P on the occupied space can be added to the operator H − e. If H commutes with P, the occupied energies are at least m and the empty ones lie above e, then every a > e − m makes the operator positive definite. If the right-hand side of the equation has no occupied part, the solution is also the same for all these a.

In Lean 4 with Mathlib:

```lean
import Mathlib

open Matrix
open scoped ComplexOrder

namespace SternheimerLevelShift

noncomputable section

variable {n : Type*} [Fintype n] [DecidableEq n]

/-- The projector `P` on the occupied space commutes with the Hamiltonian `H`; the energy is
at least `m` on occupied states and strictly above `e` on nonzero empty states. -/
structure OccupiedSplit (H P : Matrix n n ℂ) (e m : ℝ) : Prop where
  hermH : H.IsHermitian
  hermP : P.IsHermitian
  idem : P * P = P
  comm : P * H = H * P
  lower : ∀ x : n → ℂ, P *ᵥ x = x → m * (star x ⬝ᵥ x).re ≤ (star x ⬝ᵥ (H *ᵥ x)).re
  gap : ∀ x : n → ℂ, P *ᵥ x = 0 → x ≠ 0 →
    e * (star x ⬝ᵥ x).re < (star x ⬝ᵥ (H *ᵥ x)).re

/-- The level-shifted Sternheimer operator `H + aP - e`. -/
def levelShifted (H P : Matrix n n ℂ) (e a : ℝ) : Matrix n n ℂ :=
  H + (a : ℂ) • P - (e : ℂ) • (1 : Matrix n n ℂ)

/-- The vector `x` has no occupied part and solves the unshifted Sternheimer equation
`(H - e)x = -(1 - P)Vv`. -/
def IsResponse (H P : Matrix n n ℂ) (e : ℝ) (V : Matrix n n ℂ) (v x : n → ℂ) : Prop :=
  P *ᵥ x = 0 ∧ H *ᵥ x - (e : ℂ) • x = -((1 - P) *ᵥ (V *ᵥ v))

omit [DecidableEq n] in
/-- A Hermitian matrix can be moved from one side of the inner product to the other. -/
theorem hermitian_move {A : Matrix n n ℂ} (hA : A.IsHermitian) (x y : n → ℂ) :
    star (A *ᵥ x) ⬝ᵥ y = star x ⬝ᵥ (A *ᵥ y) := by
  rw [Matrix.star_mulVec, hA.eq, ← Matrix.dotProduct_mulVec]

omit [DecidableEq n] in
/-- A nonzero state has positive squared norm. -/
theorem normSq_pos {x : n → ℂ} (hx : x ≠ 0) : 0 < (star x ⬝ᵥ x).re := by
  obtain ⟨i, hi⟩ := Function.ne_iff.mp hx
  have h : (star x ⬝ᵥ x).re = ∑ j, Complex.normSq (x j) := by
    simp [dotProduct, Complex.normSq_apply]
  rw [h]
  exact Finset.sum_pos' (fun j _ => Complex.normSq_nonneg _)
    ⟨i, Finset.mem_univ i, Complex.normSq_pos.mpr hi⟩

/-- If `H`, `P`, `e` and `m` satisfy `OccupiedSplit`, then for every shift `a > e - m` the operator
`H + aP - e` is positive definite. -/
theorem levelShifted_posDef {H P : Matrix n n ℂ} {e m a : ℝ}
    (h : OccupiedSplit H P e m) (ha : e - m < a) : (levelShifted H P e a).PosDef := by
  have hS : (levelShifted H P e a).IsHermitian := by
    unfold Matrix.IsHermitian levelShifted
    simp [conjTranspose_sub, conjTranspose_add, conjTranspose_smul, h.hermH.eq, h.hermP.eq]
  rw [Matrix.posDef_iff_dotProduct_mulVec]
  refine ⟨hS, fun x hx => ?_⟩
  have him : (star x ⬝ᵥ (levelShifted H P e a *ᵥ x)).im = 0 :=
    Complex.conj_eq_iff_im.mp
      ((hermitian_move hS x x).symm.trans (Matrix.star_dotProduct _ _)).symm
  -- split the state into its occupied part p and its empty part q
  obtain ⟨p, hp⟩ : ∃ p, p = P *ᵥ x := ⟨_, rfl⟩
  obtain ⟨q, hq⟩ : ∃ q, q = x - p := ⟨_, rfl⟩
  have hPp : P *ᵥ p = p := by rw [hp, mulVec_mulVec, h.idem]
  have hPq : P *ᵥ q = 0 := by rw [hq, mulVec_sub, hPp, ← hp, sub_self]
  have hxs : x = p + q := by rw [hq]; abel
  have hPH : ∀ y, P *ᵥ (H *ᵥ y) = H *ᵥ (P *ᵥ y) := fun y => by
    rw [mulVec_mulVec, h.comm, ← mulVec_mulVec]
  -- the cross terms between p and q vanish
  have cr : ∀ y, P *ᵥ y = 0 → star p ⬝ᵥ y = 0 := fun y hy => by
    rw [← hPp, hermitian_move h.hermP, hy, dotProduct_zero]
  have cl : ∀ y, P *ᵥ y = y → star q ⬝ᵥ y = 0 := fun y hy => by
    rw [← hy, ← hermitian_move h.hermP, hPq, star_zero, zero_dotProduct]
  have c1 := cr (H *ᵥ q) (by rw [hPH, hPq, mulVec_zero])
  have c3 := cl (H *ᵥ p) (by rw [hPH, hPp])
  have hform : (star x ⬝ᵥ (levelShifted H P e a *ᵥ x)).re
      = ((star p ⬝ᵥ (H *ᵥ p)).re + (a - e) * (star p ⬝ᵥ p).re)
        + ((star q ⬝ᵥ (H *ᵥ q)).re - e * (star q ⬝ᵥ q).re) := by
    rw [hxs]
    simp only [levelShifted, sub_mulVec, add_mulVec, smul_mulVec, one_mulVec, mulVec_add,
      hPp, hPq, star_add, add_dotProduct, dotProduct_add, dotProduct_sub, dotProduct_smul,
      c1, cr q hPq, c3, cl p hPp, dotProduct_zero, smul_eq_mul, Complex.add_re,
      Complex.sub_re, Complex.re_ofReal_mul, Complex.zero_re]
    ring
  refine Complex.lt_def.mpr ⟨?_, him.symm⟩
  change 0 < (star x ⬝ᵥ (levelShifted H P e a *ᵥ x)).re
  rw [hform]
  have tp : p ≠ 0 → 0 < (star p ⬝ᵥ (H *ᵥ p)).re + (a - e) * (star p ⬝ᵥ p).re := by
    intro h0
    have h1 := h.lower p hPp
    have h2 := mul_pos (show 0 < a - e + m by linarith) (normSq_pos h0)
    linarith
  by_cases q0 : q = 0
  · have := tp (fun p0 => hx (by rw [hxs, p0, q0, add_zero]))
    simpa [q0] using this
  · have tq := h.gap q hPq q0
    by_cases p0 : p = 0
    · simpa [p0] using tq
    · linarith [tp p0]

/-- If `H`, `P`, `e` and `m` satisfy `OccupiedSplit`, one response vector `x`, with no occupied
part, serves all shifts: for every `a > e - m` the operator `H + aP - e` is positive definite and
`x` is the only solution of `(H + aP - e)y = -(1 - P)Vv`. -/
theorem sternheimer_shift_independent {H P : Matrix n n ℂ} {e m : ℝ}
    (h : OccupiedSplit H P e m) (V : Matrix n n ℂ) (v : n → ℂ) :
    ∃ x, IsResponse H P e V v x ∧ ∀ a : ℝ, e - m < a →
      (levelShifted H P e a).PosDef ∧
      ∀ y, levelShifted H P e a *ᵥ y = -((1 - P) *ᵥ (V *ᵥ v)) ↔ y = x := by
  have inj : ∀ a : ℝ, e - m < a → ∀ y, levelShifted H P e a *ᵥ y = 0 → y = 0 := by
    intro a ha y hy
    by_contra h0
    have h1 := (levelShifted_posDef h ha).dotProduct_mulVec_pos h0
    rw [hy, dotProduct_zero] at h1
    exact lt_irrefl _ h1
  -- on empty states the shift is invisible
  have drop : ∀ (a : ℝ) (y : n → ℂ), P *ᵥ y = 0 →
      levelShifted H P e a *ᵥ y = H *ᵥ y - (e : ℂ) • y := by
    intro a y hy
    simp only [levelShifted, sub_mulVec, add_mulVec, smul_mulVec, one_mulVec, hy, smul_zero,
      add_zero]
  have ha₀ : e - m < e - m + 1 := by linarith
  have hdet := (levelShifted_posDef h ha₀).det_pos.ne'.isUnit
  obtain ⟨x, hx⟩ : ∃ x, levelShifted H P e (e - m + 1) *ᵥ x = -((1 - P) *ᵥ (V *ᵥ v)) :=
    ⟨(levelShifted H P e (e - m + 1))⁻¹ *ᵥ (-((1 - P) *ᵥ (V *ᵥ v))), by
      rw [mulVec_mulVec, Matrix.mul_nonsing_inv _ hdet, one_mulVec]⟩
  -- the operator commutes with P, and P annihilates the source
  have hc : levelShifted H P e (e - m + 1) * P = P * levelShifted H P e (e - m + 1) := by
    simp only [levelShifted, sub_mul, add_mul, mul_sub, mul_add, smul_mul_assoc,
      mul_smul_comm, one_mul, mul_one, h.comm]
  have hPx : P *ᵥ x = 0 := by
    apply inj _ ha₀
    rw [mulVec_mulVec, hc, ← mulVec_mulVec, hx, mulVec_neg, mulVec_mulVec, mul_sub, mul_one,
      h.idem, sub_self, zero_mulVec, neg_zero]
  have hres := (drop _ x hPx).symm.trans hx
  refine ⟨x, ⟨hPx, hres⟩, fun a ha => ⟨levelShifted_posDef h ha, fun y => ⟨fun hy => ?_, ?_⟩⟩⟩
  · apply sub_eq_zero.mp
    apply inj a ha
    rw [mulVec_sub, hy, drop a x hPx, hres, sub_self]
  · rintro rfl
    rw [drop a y hPx, hres]

/-- Let `H`, `P`, `e` and `m` satisfy `OccupiedSplit`, and let `x` be the response of `v` to a
Hermitian perturbation `V`, in the sense of `IsResponse`. If `V` couples `v` to the empty space,
that is `(1 - P)Vv ≠ 0`, then `2 Re ⟨v, Vx⟩` is negative. -/
theorem response_negative {H P V : Matrix n n ℂ} {e m : ℝ} {v x : n → ℂ}
    (h : OccupiedSplit H P e m) (hV : V.IsHermitian) (hx : IsResponse H P e V v x)
    (hc : (1 - P) *ᵥ (V *ᵥ v) ≠ 0) : 2 * (star v ⬝ᵥ (V *ᵥ x)).re < 0 := by
  have h1 := hx.2
  have x0 : x ≠ 0 := by
    rintro rfl
    rw [mulVec_zero, smul_zero, sub_zero] at h1
    exact hc (neg_eq_zero.mp h1.symm)
  rw [sub_mulVec, one_mulVec] at h1
  have h2 : V *ᵥ v = P *ᵥ (V *ᵥ v) - (H *ᵥ x - (e : ℂ) • x) := by
    rw [h1]; abel
  have h3 : star ((e : ℂ) • x) = (e : ℂ) • star x := by
    rw [star_smul]; simp
  -- the matrix element ⟨v, Vx⟩ equals -⟨x, (H - e)x⟩
  rw [← hermitian_move hV, h2, star_sub, sub_dotProduct, hermitian_move h.hermP, hx.1,
    dotProduct_zero, star_sub, sub_dotProduct, hermitian_move h.hermH, h3, smul_dotProduct,
    zero_sub]
  simp only [smul_eq_mul, Complex.neg_re, Complex.sub_re, Complex.re_ofReal_mul]
  linarith [h.gap x hx.1 x0]

/-- Three levels with energies 0, 1, 3, the lower two occupied: the perturbation that couples
the second level to the third gives the second level the response `(0, 0, -1/2)`. -/
theorem occupiedSplit_witness :
    OccupiedSplit !![0, 0, 0; 0, 1, 0; 0, 0, 3] !![1, 0, 0; 0, 1, 0; 0, 0, 0] 1 0 ∧
    IsResponse !![0, 0, 0; 0, 1, 0; 0, 0, 3] !![1, 0, 0; 0, 1, 0; 0, 0, 0] 1
      !![0, 0, 0; 0, 0, 1; 0, 1, 0] ![0, 1, 0] ![0, 0, -1 / 2] := by
  refine ⟨⟨?_, ?_, ?_, ?_, ?_, ?_⟩, ?_, ?_⟩
  · exact Matrix.IsHermitian.ext fun i j => by fin_cases i <;> fin_cases j <;> simp
  · exact Matrix.IsHermitian.ext fun i j => by fin_cases i <;> fin_cases j <;> simp
  · ext i j
    fin_cases i <;> fin_cases j <;> simp [Matrix.mul_apply, Fin.sum_univ_three]
  · ext i j
    fin_cases i <;> fin_cases j <;> simp [Matrix.mul_apply, Fin.sum_univ_three]
  · intro x _
    simp [Matrix.mulVec, dotProduct, Fin.sum_univ_three]
    nlinarith [mul_self_nonneg (x 1).re, mul_self_nonneg (x 1).im,
      mul_self_nonneg (x 2).re, mul_self_nonneg (x 2).im]
  · intro x hx x0
    have h0 : x 0 = 0 := by
      simpa [Matrix.mulVec, dotProduct, Fin.sum_univ_three] using congrFun hx 0
    have h1 : x 1 = 0 := by
      simpa [Matrix.mulVec, dotProduct, Fin.sum_univ_three] using congrFun hx 1
    have h2 : x 2 ≠ 0 := fun h2 => x0 (by ext i; fin_cases i <;> simp [h0, h1, h2])
    have h3 := Complex.normSq_pos.mpr h2
    rw [Complex.normSq_apply] at h3
    simp [Matrix.mulVec, dotProduct, Fin.sum_univ_three, h0, h1]
    nlinarith
  · ext i
    fin_cases i <;> simp [Matrix.mulVec, dotProduct, Fin.sum_univ_three]
  · ext i
    fin_cases i <;> simp [Matrix.mulVec, dotProduct, Fin.sum_univ_three]
    norm_num

end

end SternheimerLevelShift
```

```lean
#print axioms SternheimerLevelShift.sternheimer_shift_independent
#print axioms SternheimerLevelShift.response_negative
```

```
'SternheimerLevelShift.sternheimer_shift_independent' depends on axioms: [propext, Classical.choice, Quot.sound]
'SternheimerLevelShift.response_negative' depends on axioms: [propext, Classical.choice, Quot.sound]
```

## One solution for every admissible shift

A perturbation V changes an occupied orbital v. To first order, the part of this change that lies in the empty space is the solution x of

(H − e)x = −(1 − P)Vv, with Px = 0.

As it stands, the operator H − e is awkward for an iterative solver. It sends v itself to zero, and it is negative on any occupied level below e. Adding aP raises the occupied levels by a and leaves the empty ones where they are.

The main theorem, `sternheimer_shift_independent`, says that there is a vector x which satisfies the equation above and has no occupied part. For every real a > e − m, the operator H + aP − e is positive definite, and x is the only solution y of

(H + aP − e)y = −(1 − P)Vv.

The vector x is chosen before a, so the same x serves all shifts. The condition Px = 0 need not be imposed on the shifted equation, because its only solution already has this property.

The second result, `response_negative`, concerns a Hermitian V that couples v to the empty space, which means (1 − P)Vv ≠ 0. It states that 2 Re⟨v, Vx⟩ < 0, where ⟨x, y⟩ is the inner product, conjugate-linear in x.

## Occupied states, a gap and a fixed perturbation

The matrices `H`, `P` and `V` have complex entries and are indexed by a finite type `n`, which stands for a finite orthonormal basis. The inner product ⟨x, y⟩ is written `star x ⬝ᵥ y`, and `*ᵥ` applies a matrix to a vector.

The structure `OccupiedSplit H P e m` collects the physical assumptions:

- `hermH` and `hermP` say that H and P are Hermitian, and `idem` says that P² = P. Each state in the range of P is therefore fully occupied, which excludes the fractional occupations of a smeared metal.
- `comm` says that H does not mix occupied and empty states.
- `lower` says that ⟨x, Hx⟩ ≥ m⟨x, x⟩ when Px = x. For a normalised occupied state, the mean energy is at least m. Any lower bound will do, and m need not be the lowest level itself.
- `gap` says that ⟨x, Hx⟩ > e⟨x, x⟩ when Px = 0 and x ≠ 0. For a normalised empty state, the mean energy is above e. When e is the highest occupied level, this is the gap of an insulator or a closed-shell molecule.

The definition `levelShifted H P e a` is H + aP − e, and `IsResponse H P e V v x` is the unshifted equation together with Px = 0. Two letters may mislead readers who know the Hubbard literature: P projects on the occupied states and not on a localised shell, and a is the level shift and not the strength of a potential applied to a site.

The theorems hold for an arbitrary vector v, without Hv = ev or Pv = v. These two relations are what connect x with the real orbital. Suppose that H + tV has an eigenvector v + tv₁ with energy e + te₁, up to terms of order t². The terms linear in t give

(H − e)v₁ = −Vv + e₁v.

Applying 1 − P removes e₁v, since Pv = v, and leaves the Sternheimer equation for (1 − P)v₁. So x is the empty part of the first-order change of the orbital. This identification is the step from the matrices to a real calculation that the hypotheses leave open.

In a linear-response calculation of the Hubbard U, V can be the projector on a localised shell. For a normalised orbital v, the number 2 Re⟨v, Vx⟩ is then the first-order change of its occupation of that shell that comes from the empty states, when the Hartree and exchange-correlation potentials are kept fixed. It contributes to the bare response, and its sign says that raising the potential on the shell drives charge out of it. The screened response, which U also requires, involves the self-consistent change of the potential.

## Positivity from the two separate blocks

Take x ≠ 0 and write p = Px and q = x − p. Then Pp = p and Pq = 0. The two parts are orthogonal, because

⟨p, q⟩ = ⟨Pp, q⟩ = ⟨p, Pq⟩ = 0.

H does not connect them either. Since P commutes with H, PHq = HPq = 0 and PHp = Hp, so

⟨p, Hq⟩ = ⟨p, PHq⟩ = 0,

⟨q, Hp⟩ = ⟨q, PHp⟩ = ⟨Pq, Hp⟩ = 0.

The quadratic form of the shifted operator is therefore a sum of two terms:

⟨x, (H + aP − e)x⟩ = [⟨p, Hp⟩ + (a − e)⟨p, p⟩] + [⟨q, Hq⟩ − e⟨q, q⟩].

The first bracket is at least (m + a − e)⟨p, p⟩, which is positive if p ≠ 0, because a > e − m. The second is positive if q ≠ 0, by the gap. At least one of p and q is nonzero, so the sum is positive.

The proof of `levelShifted_posDef` takes the same route. The lemma `hermitian_move` moves a Hermitian matrix across the inner product, and `normSq_pos` gives ⟨x, x⟩ > 0 for x ≠ 0. The local facts `cr` and `cl` make the cross terms vanish, `hform` is the displayed sum, and `tp` is the bound on the first bracket. The case distinction at the end asks which of p and q is zero. Mathlib's `PosDef` also requires the matrix to be Hermitian, which is `hS`. Positivity of a complex number includes a vanishing imaginary part, which is `him`.

## The shift drops out of the equation

Write b = −(1 − P)Vv for the source. Then Pb = 0, since P(1 − P) = P − P² = 0. Choose one admissible shift, a₀ = e − m + 1, and set S = H + a₀P − e. S is positive definite, hence invertible, and x = S⁻¹b solves Sx = b. S commutes with P, so

S(Px) = P(Sx) = Pb = 0,

and invertibility gives Px = 0. The term a₀Px is then zero, and Sx = b becomes (H − e)x = b.

For any other a > e − m, the same cancellation gives

(H + aP − e)x = (H − e)x = b.

If y is another solution for this a, then (H + aP − e)(y − x) = 0, and positive definiteness forces y = x.

In the proof of `sternheimer_shift_independent`, `inj` is the statement that the shifted operator sends only the zero vector to zero, and `drop` is the cancellation of aP on vectors without an occupied part. The inverse exists because a positive definite matrix has a positive determinant (`hdet`). The fact `hc` is the commutation of S with P, `hPx` is Px = 0, and `hres` is the unshifted equation. The last lines show both directions of the equivalence: a solution equals x, and x is a solution.

## The sign of the response

The Sternheimer equation can be solved for Vv:

Vv = PVv − (H − e)x.

Since V, P and H are Hermitian, e is real and Px = 0,

⟨v, Vx⟩ = ⟨Vv, x⟩ = ⟨Vv, Px⟩ − ⟨(H − e)x, x⟩ = −⟨x, (H − e)x⟩.

If x were zero, the source (1 − P)Vv would be zero as well, against the assumption. So x is a nonzero empty state, the gap makes ⟨x, (H − e)x⟩ positive, and 2 Re⟨v, Vx⟩ is negative. In `response_negative`, `x0` is the statement x ≠ 0 and `h2` is the expression for Vv. The long rewrite moves the matrices across the inner product, and the last line applies `h.gap`.

## Three levels with numbers

The theorem `occupiedSplit_witness` checks the assumptions on levels 0, 1 and 3, with the lower two occupied, e = 1 and m = 0. V couples the second level to the third, and v is the second level. The third component of the equation reads (3 − 1)x₃ = −1, so x = (0, 0, −1/2). The proof verifies the matrix identities entry by entry and the two energy bounds by expanding the sums.

Here H − e is diagonal with entries −1, 0 and 2, while the shifted operator has entries a − 1, a and 2. It is positive definite exactly when a > 1, which is the bound e − m. The third entry, the only one that acts on x, does not contain a. The response 2 Re⟨v, Vx⟩ equals −1.
